# Linear extrapolation can turn a positive weight negative: a two-configuration model

## Checking an extrapolated weight

Before reporting a configuration weight extrapolated from variational and diffusion Monte Carlo, check that it lies between 0 and 1. In the noise-free two-configuration model below, linear extrapolation can violate either bound, and ratio extrapolation can violate the upper one.

Diffusion Monte Carlo with a trial state $\psi$ samples the product of $\psi$ and the projected state $\varphi$, here taken to be exact. For an observable $A$ that does not commute with the Hamiltonian, the mixed estimate $M=\langle\varphi,A\psi\rangle/\langle\varphi,\psi\rangle$ generally differs from the true expectation value. Two common corrections use the variational estimate $V=\langle\psi,A\psi\rangle/\langle\psi,\psi\rangle$: the linear one, $L=2M-V$, and the ratio, $R=M^2/V$.

## Two configurations with positive amplitudes

Let $\varphi=(1,b)$ and $\psi=(1,c)$ with $b,c>0$, and let $A$ project onto the second configuration. Positive amplitudes mean that neither state has a sign change, so the sampled product is positive. The vectors are unnormalised, but each estimate divides by the overlap; the true weight is $W=b^2/(1+b^2)$.

In Lean, `state b` is the vector $(1,b)$ and `secondWeight` is the projector. The function `estimate A φ ψ` gives $M$, and with equal states it gives $V$ or $W$. The extrapolations take the exact state first and the trial state second.

The theorem `linear_neg_iff_and_ratio_pos` says that, for all $b,c>0$,

$$L<0 \iff b<\frac{c}{2+c^2},\qquad W>0,\qquad R>0.$$

Three further theorems state that:

- for given $b>0$, some $c>0$ makes $L$ negative if and only if $W<1/9$;
- $L>1$ if and only if $1+2c^2<bc$;
- $R>1$ if and only if $1+2bc<b^2$.

The exact amplitudes are given, not derived from a Hamiltonian. Statistical, time-step and fixed-node errors are absent.

## Signs and bounds from common denominators

The projector keeps only the second component, so $M=bc/(1+bc)$ and $V=c^2/(1+c^2)$. Hence

$$L=\frac{2bc(1+c^2)-c^2(1+bc)}{(1+bc)(1+c^2)}=\frac{c\,\bigl(b(2+c^2)-c\bigr)}{(1+bc)(1+c^2)}.$$

Everything except the inner bracket is positive, so $L<0$ exactly when $b(2+c^2)<c$. For the ratio,

$$R=\frac{b^2c^2}{(1+bc)^2}\cdot\frac{1+c^2}{c^2}=\frac{b^2(1+c^2)}{(1+bc)^2}>0.$$

For the threshold, multiply $b(2+c^2)<c$ by $b$:

$$2b^2<bc-(bc)^2=\tfrac14-\left(bc-\tfrac12\right)^2\le\tfrac14.$$

Thus $8b^2<1$, which is equivalent to $9b^2<1+b^2$, or $W<1/9$. Conversely, if $8b^2<1$, choose $c=4b$. The condition for negative $L$ becomes $b(2+16b^2)<4b$, which is again $8b^2<1$.

For the upper bounds, $L>1$ means

$$2bc+bc^3-c^2>1+c^2+bc+bc^3,$$

which reduces to $bc>1+2c^2$. Similarly, $R>1$ means $b^2+b^2c^2>1+2bc+b^2c^2$, or $b^2>1+2bc$.

## Numbers and a limit

Take $b=1/4$ and $c=1$. Then $M=1/5$ and $V=1/2$, so $L=-1/10$ and $R=2/25$, while $W=1/17$. With $b=3$ and $c=1$, the ratio gives $R=9/8$, although $W=9/10$.

As $b\to0$ at fixed $c$, both $W$ and $R$ tend to zero, but $L$ tends to $-c^2/(1+c^2)$, minus the variational weight.

## The Lean file

```lean
import Mathlib

open Matrix

namespace ExtrapolatedWeight

noncomputable section

/-- The real state with amplitude `1` on the first configuration and `b` on the second. -/
def state (b : ℝ) : Fin 2 → ℝ := ![1, b]

/-- The observable that measures the weight of the second configuration. -/
def secondWeight : Matrix (Fin 2) (Fin 2) ℝ := !![0, 0; 0, 1]

/-- The normalised matrix element `⟨φ, A ψ⟩ / ⟨φ, ψ⟩`, for states with nonzero overlap.
It is the mixed estimate for exact `φ` and trial `ψ`, and the expectation value for `φ = ψ`. -/
def estimate (A : Matrix (Fin 2) (Fin 2) ℝ) (φ ψ : Fin 2 → ℝ) : ℝ :=
  (φ ⬝ᵥ A *ᵥ ψ) / (φ ⬝ᵥ ψ)

/-- Linear extrapolation: twice the mixed estimate minus the variational estimate,
for a nonzero trial state `ψ` that overlaps with the exact state `φ`. -/
def linearExtrapolation (A : Matrix (Fin 2) (Fin 2) ℝ) (φ ψ : Fin 2 → ℝ) : ℝ :=
  2 * estimate A φ ψ - estimate A ψ ψ

/-- Ratio extrapolation: the square of the mixed estimate over the variational estimate,
for overlapping states and a nonzero variational estimate. -/
def ratioExtrapolation (A : Matrix (Fin 2) (Fin 2) ℝ) (φ ψ : Fin 2 → ℝ) : ℝ :=
  estimate A φ ψ ^ 2 / estimate A ψ ψ

/-- The estimate of the second weight between the states `(1, b)` and `(1, c)` is `b c / (1 + b c)`
when their overlap `1 + b c` is nonzero. -/
theorem estimate_secondWeight (b c : ℝ) :
    estimate secondWeight (state b) (state c) = b * c / (1 + b * c) := by
  simp [estimate, secondWeight, state, Matrix.mulVec, dotProduct, Fin.sum_univ_two]

/-- The linear extrapolation of the second weight in closed form, for positive amplitudes. -/
theorem linearExtrapolation_eq {b c : ℝ} (hb : 0 < b) (hc : 0 < c) :
    linearExtrapolation secondWeight (state b) (state c)
      = c * (b * (2 + c ^ 2) - c) / ((1 + b * c) * (1 + c ^ 2)) := by
  unfold linearExtrapolation
  rw [estimate_secondWeight, estimate_secondWeight, ← pow_two c]
  have h1 : 1 + b * c ≠ 0 := by positivity
  have h2 : 1 + c ^ 2 ≠ 0 := by positivity
  field_simp
  ring

/-- The ratio extrapolation of the second weight in closed form, for positive amplitudes. -/
theorem ratioExtrapolation_eq {b c : ℝ} (hb : 0 < b) (hc : 0 < c) :
    ratioExtrapolation secondWeight (state b) (state c)
      = b ^ 2 * (1 + c ^ 2) / (1 + b * c) ^ 2 := by
  unfold ratioExtrapolation
  rw [estimate_secondWeight, estimate_secondWeight, div_pow, div_div_div_eq,
    div_eq_div_iff (by positivity) (by positivity)]
  ring

/-- For positive amplitudes, the linear extrapolation of the second weight is negative exactly
when `b < c / (2 + c²)`, while the true weight and the ratio extrapolation are always positive. -/
theorem linear_neg_iff_and_ratio_pos {b c : ℝ} (hb : 0 < b) (hc : 0 < c) :
    (linearExtrapolation secondWeight (state b) (state c) < 0 ↔ b < c / (2 + c ^ 2)) ∧
    0 < estimate secondWeight (state b) (state b) ∧
    0 < ratioExtrapolation secondWeight (state b) (state c) := by
  refine ⟨?_, ?_, ?_⟩
  · -- the common denominator is positive, so only the numerator decides the sign
    rw [linearExtrapolation_eq hb hc, div_lt_iff₀ (by positivity), zero_mul,
      lt_div_iff₀ (by positivity)]
    constructor
    · intro h
      by_contra h'
      have := mul_nonneg hc.le (sub_nonneg.2 (not_lt.1 h'))
      linarith
    · intro h
      have := mul_pos hc (sub_pos.2 h)
      nlinarith
  · rw [estimate_secondWeight]
    positivity
  · rw [ratioExtrapolation_eq hb hc]
    positivity

/-- For an exact state `(1, b)` with `b > 0`, some trial state `(1, c)` with `c > 0` makes the
linear extrapolation negative if and only if the true second weight is below `1/9`. -/
theorem exists_trial_linear_neg_iff {b : ℝ} (hb : 0 < b) :
    (∃ c : ℝ, 0 < c ∧ linearExtrapolation secondWeight (state b) (state c) < 0) ↔
      estimate secondWeight (state b) (state b) < 1 / 9 := by
  rw [estimate_secondWeight, div_lt_iff₀ (by positivity)]
  constructor
  · rintro ⟨c, hc, h⟩
    have h1 := (linear_neg_iff_and_ratio_pos hb hc).1.1 h
    rw [lt_div_iff₀ (by positivity)] at h1
    -- completing the square in `b c` removes the trial amplitude
    have h2 := mul_pos hb (sub_pos.2 h1)
    nlinarith [sq_nonneg (2 * b * c - 1)]
  · intro h
    -- the trial amplitude `4 b` makes the linear extrapolation negative
    have hc : 0 < 4 * b := by positivity
    refine ⟨4 * b, hc, (linear_neg_iff_and_ratio_pos hb hc).1.2 ?_⟩
    rw [lt_div_iff₀ (by positivity)]
    have h1 : 0 < 1 - 8 * b ^ 2 := by nlinarith
    have h2 := mul_pos hb h1
    nlinarith

/-- For positive amplitudes, the linear extrapolation of the second weight exceeds one
exactly when `1 + 2 c² < b c`. -/
theorem one_lt_linear_iff {b c : ℝ} (hb : 0 < b) (hc : 0 < c) :
    1 < linearExtrapolation secondWeight (state b) (state c) ↔ 1 + 2 * c ^ 2 < b * c := by
  rw [linearExtrapolation_eq hb hc, lt_div_iff₀ (by positivity)]
  constructor <;> intro h <;> nlinarith

/-- For positive amplitudes, the ratio extrapolation of the second weight exceeds one
exactly when `1 + 2 b c < b²`. -/
theorem one_lt_ratio_iff {b c : ℝ} (hb : 0 < b) (hc : 0 < c) :
    1 < ratioExtrapolation secondWeight (state b) (state c) ↔ 1 + 2 * b * c < b ^ 2 := by
  rw [ratioExtrapolation_eq hb hc, lt_div_iff₀ (by positivity)]
  constructor <;> intro h <;> nlinarith

end

end ExtrapolatedWeight
```

```lean
#print axioms ExtrapolatedWeight.linearExtrapolation_eq
-- 'ExtrapolatedWeight.linearExtrapolation_eq' depends on axioms: [propext, Classical.choice, Quot.sound]
#print axioms ExtrapolatedWeight.exists_trial_linear_neg_iff
-- 'ExtrapolatedWeight.exists_trial_linear_neg_iff' depends on axioms: [propext, Classical.choice, Quot.sound]
#print axioms ExtrapolatedWeight.one_lt_linear_iff
-- 'ExtrapolatedWeight.one_lt_linear_iff' depends on axioms: [propext, Classical.choice, Quot.sound]
#print axioms ExtrapolatedWeight.one_lt_ratio_iff
-- 'ExtrapolatedWeight.one_lt_ratio_iff' depends on axioms: [propext, Classical.choice, Quot.sound]
```

## From closed forms to inequalities

`estimate_secondWeight` evaluates the two-component sums. `linearExtrapolation_eq` and `ratioExtrapolation_eq` then establish the closed forms by clearing denominators and comparing polynomials with `ring`.

In the main theorem, `div_lt_iff₀` removes the positive denominator of $L$. One direction argues by contradiction: if the bracket were nonnegative, its product with $c$ would be too. The other multiplies the strict inequality by $c$. `positivity` settles the signs of $W$ and $R$.

In `exists_trial_linear_neg_iff`, `mul_pos hb` performs the multiplication by $b$, and `sq_nonneg (2 * b * c - 1)` supplies the completed square. The converse uses the trial amplitude `4 * b`. For the two upper bounds, `lt_div_iff₀` clears the denominator and `nlinarith` completes the polynomial comparison in each direction.
